# The variational energy of a 1s Slater function in the Hellmann potential

For one electron in the Hellmann potential, the normalised 1s Slater function with exponent \(\zeta>0\) has the energy, in hartree,

\[
E(\zeta)=\int_0^\infty\left[\frac{u'(r)^2}{2}+\left(-\frac1r+\frac{A e^{-kr}}{r}\right)u(r)^2\right]dr
=\frac{\zeta^2}{2}-\zeta+\frac{4A\zeta^3}{(2\zeta+k)^2},
\]

where \(u(r)=2\zeta^{3/2}re^{-\zeta r}\), \(k>0\), and \(A\) is any real number. The potential is a simple model of a valence electron outside a closed-shell core of net charge one. The Yukawa term stands for the effect of the core at short range: \(A>0\) makes it repulsive, and \(1/k\) is its range. Both parameters are given, not derived from an all-electron atom.

```lean
import Mathlib

open MeasureTheory Set

namespace HellmannSlater

noncomputable section
```

## Trial function, potential and energy

The function \(u\) is the reduced radial function, \(r\) times the radial wavefunction, so its normalisation integral is \(\int_0^\infty u^2\,dr\). In Lean it is `slater ζ`, with a real power for \(\zeta^{3/2}\).

```lean
/-- The reduced radial 1s Slater function with exponent `ζ`. -/
def slater (ζ r : ℝ) : ℝ := 2 * ζ ^ (3 / 2 : ℝ) * r * Real.exp (-ζ * r)
```

The potential is local and the same for every angular momentum, unlike most modern effective core potentials.

```lean
/-- The Hellmann potential: Coulomb attraction plus a Yukawa term of strength `A`
and inverse range `k`. -/
def hellmann (A k r : ℝ) : ℝ := -1 / r + A * Real.exp (-k * r) / r
```

For an s state there is no centrifugal term. The kinetic energy density is \(u'^2/2\), which has the same integral as \(-uu''/2\) because \(uu'\) vanishes at both ends. The definition takes an arbitrary potential `V` and function `u`, and `deriv u` is the true derivative, not a formula supplied by hand.

```lean
/-- The radial s-wave energy density, kinetic plus potential, in atomic units. -/
def energyDensity (V u : ℝ → ℝ) (r : ℝ) : ℝ := (deriv u r) ^ 2 / 2 + V r * u r ^ 2
```

The energy is the integral over `Ioi 0`, the open half-line \(r>0\). It is not divided by the norm, so it is an expectation value only for normalised \(u\).

```lean
/-- The energy functional: the energy density integrated over all radii `r > 0`. -/
def energy (V u : ℝ → ℝ) : ℝ := ∫ r in Ioi (0 : ℝ), energyDensity V u r
```

## Exponential moments

Every integral needed has the form

\[
\int_0^\infty r^n e^{-ar}\,dr=\frac{n!}{a^{n+1}},\qquad a>0,\quad n=0,1,2,\dots
\]

Substituting \(t=ar\) turns it into \(a^{-(n+1)}\Gamma(n+1)\). The proof takes Mathlib's Gamma integral and converts its real powers to natural ones.

```lean
/-- The radial moments of an exponential are `n! / a^(n+1)`. -/
theorem integral_moment (n : ℕ) {a : ℝ} (ha : 0 < a) :
    ∫ r in Ioi (0 : ℝ), r ^ n * Real.exp (-(a * r)) = (n.factorial : ℝ) / a ^ (n + 1) := by
  have h := Real.integral_rpow_mul_exp_neg_mul_Ioi (a := (n : ℝ) + 1) (r := a)
    (by positivity) ha
  have hp : (1 / a) ^ ((n : ℝ) + 1) = (1 / a) ^ (n + 1) := by
    exact_mod_cast Real.rpow_natCast (1 / a) (n + 1)
  rw [Real.Gamma_nat_eq_factorial, hp] at h
  simp only [add_sub_cancel_right, Real.rpow_natCast] at h
  rw [h, one_div, inv_pow, div_eq_inv_mul]
```

The integrands are also integrable. Lean assigns the value zero to the integral of a non-integrable function, whereas these moments are positive, so non-integrability would be a contradiction.

```lean
/-- A power of the radius times a decaying exponential is integrable over `r > 0`. -/
theorem integrable_moment (n : ℕ) {a : ℝ} (ha : 0 < a) :
    Integrable (fun r : ℝ => r ^ n * Real.exp (-(a * r))) (volume.restrict (Ioi 0)) := by
  -- a non-integrable function would have integral zero, but the moment is positive
  by_contra h
  have h0 := integral_undef h
  rw [integral_moment n ha] at h0
  have hpos : 0 < (n.factorial : ℝ) / a ^ (n + 1) := by positivity
  exact hpos.ne' h0
```

## Normalisation and slope

Squaring the prefactor gives \((\zeta^{3/2})^2=\zeta^3\), by the rule for multiplying exponents.

```lean
/-- The square of the Slater normalisation factor `ζ^(3/2)` is `ζ^3`. -/
theorem slater_prefactor_sq {ζ : ℝ} (hζ : 0 < ζ) : (ζ ^ (3 / 2 : ℝ)) ^ 2 = ζ ^ 3 := by
  have h : (3 / 2 : ℝ) * ((2 : ℕ) : ℝ) = ((3 : ℕ) : ℝ) := by norm_num
  rw [← Real.rpow_natCast (ζ ^ (3 / 2 : ℝ)) 2, ← Real.rpow_mul hζ.le, h, Real.rpow_natCast]
```

Hence \(u^2=4\zeta^3r^2e^{-2\zeta r}\), and the moment with \(n=2\), \(a=2\zeta\) gives

\[
\int_0^\infty u^2\,dr=4\zeta^3\,\frac{2}{(2\zeta)^3}=1 .
\]

In the proof, `h` is the formula for \(u^2\), and the remaining lines evaluate the moment.

```lean
/-- The Slater trial function is normalised. -/
theorem slater_normalised {ζ : ℝ} (hζ : 0 < ζ) :
    ∫ r in Ioi (0 : ℝ), slater ζ r ^ 2 = 1 := by
  have h : ∀ r : ℝ, slater ζ r ^ 2 = 4 * ζ ^ 3 * (r ^ 2 * Real.exp (-(2 * ζ * r))) := by
    intro r
    have hE : Real.exp (-(2 * ζ * r)) = Real.exp (-ζ * r) ^ 2 := by
      rw [pow_two, ← Real.exp_add]
      congr 1
      ring
    rw [hE, slater]
    linear_combination (4 * r ^ 2 * Real.exp (-ζ * r) ^ 2) * slater_prefactor_sq hζ
  simp_rw [h]
  rw [integral_const_mul, integral_moment 2 (by positivity : 0 < 2 * ζ)]
  simp only [Nat.factorial_two, Nat.cast_ofNat, Nat.reduceAdd]
  have hne : ζ ≠ 0 := hζ.ne'
  rw [mul_div_assoc', div_eq_one_iff_eq (by positivity)]
  ring
```

The product rule gives the slope

\[
u'(r)=2\zeta^{3/2}(1-\zeta r)e^{-\zeta r}.
\]

The lemma differentiates the exponential in `h1` and applies the product rule in `h2`.

```lean
/-- The radial derivative of the Slater function. -/
theorem hasDerivAt_slater (ζ r : ℝ) :
    HasDerivAt (slater ζ)
      (2 * ζ ^ (3 / 2 : ℝ) * (1 - ζ * r) * Real.exp (-ζ * r)) r := by
  have h1 : HasDerivAt (fun x : ℝ => Real.exp (-ζ * x)) (Real.exp (-ζ * r) * (-ζ * 1)) r :=
    ((hasDerivAt_id' r).const_mul (-ζ)).exp
  have h2 := ((hasDerivAt_id' r).const_mul (2 * ζ ^ (3 / 2 : ℝ))).fun_mul h1
  exact h2.congr_deriv (by ring)
```

## The energy density as four terms

The kinetic part is

\[
\frac{u'^2}{2}=2\zeta^3(1-2\zeta r+\zeta^2r^2)e^{-2\zeta r}.
\]

In the potential part, one factor of \(r\) from \(u^2\) cancels the \(1/r\):

\[
Vu^2=4\zeta^3r\left(-1+Ae^{-kr}\right)e^{-2\zeta r}.
\]

Together, for \(r>0\),

\[
\frac{u'^2}{2}+Vu^2=\left[2\zeta^3-(4\zeta^4+4\zeta^3)r+2\zeta^5r^2\right]e^{-2\zeta r}+4A\zeta^3re^{-(2\zeta+k)r}.
\]

In Lean, `hE` and `hF` combine the exponentials, and `hV` performs the cancellation. The final `linear_combination` replaces the squared prefactor by \(\zeta^3\).

```lean
/-- At each positive radius the energy density is a sum of powers times exponentials. -/
theorem energyDensity_eq {ζ r : ℝ} (A k : ℝ) (hζ : 0 < ζ) (hr : 0 < r) :
    energyDensity (hellmann A k) (slater ζ) r =
      2 * ζ ^ 3 * (r ^ 0 * Real.exp (-(2 * ζ * r)))
      + -(4 * ζ ^ 4 + 4 * ζ ^ 3) * (r ^ 1 * Real.exp (-(2 * ζ * r)))
      + 2 * ζ ^ 5 * (r ^ 2 * Real.exp (-(2 * ζ * r)))
      + 4 * A * ζ ^ 3 * (r ^ 1 * Real.exp (-((2 * ζ + k) * r))) := by
  have hE : Real.exp (-(2 * ζ * r)) = Real.exp (-ζ * r) ^ 2 := by
    rw [pow_two, ← Real.exp_add]
    congr 1
    ring
  have hF : Real.exp (-((2 * ζ + k) * r)) = Real.exp (-k * r) * Real.exp (-ζ * r) ^ 2 := by
    rw [pow_two, ← Real.exp_add, ← Real.exp_add]
    congr 1
    ring
  have hc := slater_prefactor_sq hζ
  have hi : r⁻¹ * r = 1 := inv_mul_cancel₀ hr.ne'
  rw [energyDensity, (hasDerivAt_slater ζ r).deriv, hE, hF, hellmann, slater]
  generalize ζ ^ (3 / 2 : ℝ) = c at *
  generalize Real.exp (-ζ * r) = e at *
  generalize Real.exp (-k * r) = f at *
  -- one factor of r cancels the Coulomb singularity
  have hV : (-1 / r + A * f / r) * (2 * c * r * e) ^ 2
      = (-1 + A * f) * (4 * c ^ 2 * r * e ^ 2) := by
    calc (-1 / r + A * f / r) * (2 * c * r * e) ^ 2
        = (-1 + A * f) * (4 * c ^ 2 * r * e ^ 2) * (r⁻¹ * r) := by ring
      _ = _ := by rw [hi, mul_one]
  rw [hV]
  linear_combination (2 * (1 - ζ * r) ^ 2 * e ^ 2 + 4 * r * (-1 + A * f) * e ^ 2) * hc
```

## Integrating term by term

The four terms contribute, in order,

\[
\frac{2\zeta^3}{2\zeta}=\zeta^2,\qquad
-\frac{4\zeta^4+4\zeta^3}{(2\zeta)^2}=-\zeta^2-\zeta,\qquad
2\zeta^5\,\frac{2}{(2\zeta)^3}=\frac{\zeta^2}{2},\qquad
\frac{4A\zeta^3}{(2\zeta+k)^2}.
\]

Their sum is the stated energy. The theorem has two parts: the energy density is integrable, and its integral has this value. `I0` to `I3` give the integrability of the individual terms, which permits `integral_add` to split the integral; `field_simp` and `ring` then collect the fractions.

```lean
/-- The energy density of the Slater function in the Hellmann potential is integrable, and
the variational energy is `ζ²/2 - ζ + 4Aζ³/(2ζ+k)²`. -/
theorem hellmann_slater_energy {ζ k : ℝ} (A : ℝ) (hζ : 0 < ζ) (hk : 0 < k) :
    IntegrableOn (energyDensity (hellmann A k) (slater ζ)) (Ioi 0) ∧
    energy (hellmann A k) (slater ζ) =
      ζ ^ 2 / 2 - ζ + 4 * A * ζ ^ 3 / (2 * ζ + k) ^ 2 := by
  have ha : 0 < 2 * ζ := by positivity
  have hb : 0 < 2 * ζ + k := by positivity
  have I0 := (integrable_moment 0 ha).const_mul (2 * ζ ^ 3)
  have I1 := (integrable_moment 1 ha).const_mul (-(4 * ζ ^ 4 + 4 * ζ ^ 3))
  have I2 := (integrable_moment 2 ha).const_mul (2 * ζ ^ 5)
  have I3 := (integrable_moment 1 hb).const_mul (4 * A * ζ ^ 3)
  have I01 : Integrable (fun r : ℝ => 2 * ζ ^ 3 * (r ^ 0 * Real.exp (-(2 * ζ * r)))
      + -(4 * ζ ^ 4 + 4 * ζ ^ 3) * (r ^ 1 * Real.exp (-(2 * ζ * r))))
      (volume.restrict (Ioi 0)) := I0.add I1
  have I012 : Integrable (fun r : ℝ => 2 * ζ ^ 3 * (r ^ 0 * Real.exp (-(2 * ζ * r)))
      + -(4 * ζ ^ 4 + 4 * ζ ^ 3) * (r ^ 1 * Real.exp (-(2 * ζ * r)))
      + 2 * ζ ^ 5 * (r ^ 2 * Real.exp (-(2 * ζ * r))))
      (volume.restrict (Ioi 0)) := I01.add I2
  constructor
  · exact (integrableOn_congr_fun (fun r hr => energyDensity_eq A k hζ hr)
      measurableSet_Ioi).2 (I012.add I3)
  · -- integrate the four terms separately
    rw [energy, setIntegral_congr_fun measurableSet_Ioi
      (fun r hr => energyDensity_eq A k hζ hr), integral_add I012 I3, integral_add I01 I2,
      integral_add I0 I1]
    simp only [integral_const_mul]
    rw [integral_moment 0 ha, integral_moment 1 ha, integral_moment 2 ha,
      integral_moment 1 hb]
    simp only [Nat.factorial_zero, Nat.factorial_one, Nat.factorial_two, Nat.cast_one,
      Nat.cast_ofNat, Nat.reduceAdd, zero_add, pow_one]
    have hne : ζ ≠ 0 := hζ.ne'
    have hd : 2 * ζ + k ≠ 0 := hb.ne'
    field_simp
    ring
```

The formula is a convenient check on a one-electron variational Monte Carlo code. Such a code can sample positions whose radii \(r\) follow the density \(u^2\), a gamma distribution with shape 3 and rate \(2\zeta\), and average the local energy

\[
E_L(r)=-\frac{u''}{2u}+V=-\frac{\zeta^2}{2}+\frac{\zeta-1+Ae^{-kr}}{r}.
\]

The average should agree with \(E(\zeta)\) within its statistical error.

## The slope in the exponent

Differentiating the last term by the quotient rule gives

\[
\frac{d}{d\zeta}\frac{4A\zeta^3}{(2\zeta+k)^2}
=4A\,\frac{3\zeta^2(2\zeta+k)-4\zeta^3}{(2\zeta+k)^3}
=\frac{4A\zeta^2(2\zeta+3k)}{(2\zeta+k)^3},
\]

and therefore

\[
E'(\zeta)=\zeta-1+\frac{4A\zeta^2(2\zeta+3k)}{(2\zeta+k)^3}.
\]

The Lean statement differentiates the energy integral itself as a function of the exponent. The closed form may replace it because a positive \(\zeta\) has a neighbourhood of positive exponents, which is what `lt_mem_nhds` supplies.

```lean
/-- The derivative of the variational energy with respect to the Slater exponent. -/
theorem hasDerivAt_energy {ζ k : ℝ} (A : ℝ) (hζ : 0 < ζ) (hk : 0 < k) :
    HasDerivAt (fun z => energy (hellmann A k) (slater z))
      (ζ - 1 + 4 * A * ζ ^ 2 * (2 * ζ + 3 * k) / (2 * ζ + k) ^ 3) ζ := by
  have hd : 2 * ζ + k ≠ 0 := by positivity
  have hid := hasDerivAt_id' ζ
  have h := (((hid.fun_pow 2).div_const 2).fun_sub hid).fun_add
    (((hid.fun_pow 3).const_mul (4 * A)).fun_div
      (((hid.const_mul 2).add_const k).fun_pow 2) (pow_ne_zero 2 hd))
  refine (h.congr_deriv ?_).congr_of_eventuallyEq ?_
  · simp only [Nat.cast_ofNat, Nat.reduceSub, pow_one, mul_one]
    field_simp
    ring
  · filter_upwards [lt_mem_nhds hζ] with z hz
    exact (hellmann_slater_energy A hz hk).2
```

An optimiser for this one-parameter trial function can pass \(E'(\zeta)\) to a root finder and compare the energies at the roots. For \(A=0\) the only root is \(\zeta=1\), with the hydrogen energy \(-1/2\).

## Negative energy for a diffuse function

A diffuse function, one with small \(\zeta\), has little density near the core. Since \((2\zeta+k)^2-4\zeta k=4\zeta^2+k^2\ge0\), the Yukawa energy obeys

\[
\frac{4A\zeta^3}{(2\zeta+k)^2}\le\frac{|A|\zeta^2}{k}.
\]

The total energy is then bounded by

\[
E(\zeta)\le\frac{\zeta^2}{2}-\zeta+\frac{|A|\zeta^2}{k}
=\frac{\zeta\left[\zeta(k+2|A|)-2k\right]}{2k},
\]

which is negative whenever \(\zeta(k+2|A|)<2k\). For any \(A\), however repulsive the core, some positive \(\zeta\) satisfies this condition. In the proof, `hb` is the bound on the Yukawa energy, `he` the factorisation and `hn` the sign.

```lean
/-- For any strength `A` of the Yukawa term, a Slater function with
`ζ (k + 2|A|) < 2k` has negative variational energy. -/
theorem energy_neg_of_diffuse {ζ k A : ℝ} (hζ : 0 < ζ) (hk : 0 < k)
    (hs : ζ * (k + 2 * |A|) < 2 * k) : energy (hellmann A k) (slater ζ) < 0 := by
  rw [(hellmann_slater_energy A hζ hk).2]
  -- the Yukawa energy is at most quadratic in the exponent
  have hb : 4 * A * ζ ^ 3 / (2 * ζ + k) ^ 2 ≤ |A| * ζ ^ 2 / k := by
    rw [div_le_div_iff₀ (by positivity) hk]
    have h1 : 0 ≤ (|A| - A) * (4 * ζ ^ 3 * k) :=
      mul_nonneg (sub_nonneg.2 (le_abs_self A)) (by positivity)
    have h2 : 0 ≤ |A| * ζ ^ 2 * (4 * ζ ^ 2 + k ^ 2) := by positivity
    nlinarith [h1, h2]
  have he : ζ ^ 2 / 2 - ζ + |A| * ζ ^ 2 / k
      = ζ * (ζ * (k + 2 * |A|) - 2 * k) / (2 * k) := by
    have hne : k ≠ 0 := hk.ne'
    field_simp
    ring
  have hn : ζ * (ζ * (k + 2 * |A|) - 2 * k) / (2 * k) < 0 :=
    div_neg_of_neg_of_pos (mul_neg_of_pos_of_neg hζ (by linarith)) (by positivity)
  linarith

end

end HellmannSlater
```

In practice the condition gives a starting exponent with negative energy, for instance \(\zeta=k/(k+2|A|)\). Combined with the variational principle, which is used here without a formal proof, a negative value means that this one-electron model has a bound s state.

```lean
#print axioms HellmannSlater.slater_normalised
#print axioms HellmannSlater.hellmann_slater_energy
#print axioms HellmannSlater.hasDerivAt_energy
#print axioms HellmannSlater.energy_neg_of_diffuse
```

```
'HellmannSlater.slater_normalised' depends on axioms: [propext, Classical.choice, Quot.sound]
'HellmannSlater.hellmann_slater_energy' depends on axioms: [propext, Classical.choice, Quot.sound]
'HellmannSlater.hasDerivAt_energy' depends on axioms: [propext, Classical.choice, Quot.sound]
'HellmannSlater.energy_neg_of_diffuse' depends on axioms: [propext, Classical.choice, Quot.sound]
```
